# The particle-hole matrix of a normalised fermionic state vector has no eigenvalue above the mean particle number

Let $a_k$ annihilate a fermion in mode $k$, where $k$ runs over a finite set of orthonormal spin orbitals, and let $a_k^*$ be its adjoint, the creation operator. The relation used is

$$a_i a_j^* + a_j^* a_i = \delta_{ij}.$$

The inner product $\langle\cdot,\cdot\rangle$ is conjugate-linear in its first argument. The number operator is $N=\sum_k a_k^*a_k$. For complex coefficients $c(k,l)$, set $C=\sum_{k,l}c(k,l)\,a_l^*a_k$, so the first index is annihilated and the second created. The particle-hole matrix of a vector $\psi$ is

$$G_{(k,l),(k',l')}=\langle a_l^*a_k\psi,\;a_{l'}^*a_{k'}\psi\rangle .$$

No product of one-body expectation values is subtracted. The bound is

$$\|C\psi\|^2\le\sum_{k,l}|c(k,l)|^2\,\langle\psi,N\psi\rangle .$$

Consequently, every eigenvalue of $G$ lies between $0$ and $\langle\psi,N\psi\rangle$, which is the mean particle number when $\|\psi\|=1$.

## Checking a computed G matrix

In electronic-structure codes that build $G$ from a normalised wavefunction in finitely many orthonormal spin orbitals, the bound gives a test: up to rounding, the spectrum must lie in $[0,\langle N\rangle]$. A violation means that $G$ or $\langle N\rangle$ was computed wrongly, for instance through a wrong sign, index contraction or normalisation. In a variational two-particle density-matrix calculation, the bound is no extra constraint if the two-particle matrix and $G$ are both kept positive semidefinite and are tied together by the anticommutation relations, because it then follows from these conditions. An eigenvalue above $\langle N\rangle$ there shows that at least one of them is violated. Passing the test does not establish representability.

## From the anticommutator to the spectrum

For an orbital with amplitudes $f_l$, write $a^*(f)=\sum_l f_l a_l^*$ and $a(f)=\sum_l\overline{f_l}\,a_l$. Then

$$a(f)a^*(f)+a^*(f)a(f)=\sum_{i,j}\overline{f_i}f_j\,(a_ia_j^*+a_j^*a_i)=\sum_l|f_l|^2 .$$

Taking the expectation value in any vector $\varphi$ gives

$$\|a^*(f)\varphi\|^2+\|a(f)\varphi\|^2=\sum_l|f_l|^2\,\|\varphi\|^2 ,$$

and therefore $\|a^*(f)\varphi\|\le\|f\|\,\|\varphi\|$, with $\|f\|^2=\sum_l|f_l|^2$.

Now let $c_k$ be the orbital with amplitudes $c(k,l)$, $k$ fixed. Since $C\psi=\sum_k a^*(c_k)a_k\psi$, the triangle inequality and then Cauchy-Schwarz give

$$\|C\psi\|^2\le\Big(\sum_k\|c_k\|\,\|a_k\psi\|\Big)^2\le\sum_k\|c_k\|^2\,\sum_k\|a_k\psi\|^2 .$$

The last sum is $\sum_k\langle\psi,a_k^*a_k\psi\rangle=\langle\psi,N\psi\rangle$, which proves the bound.

By linearity, $(Gc)_{(k,l)}=\langle a_l^*a_k\psi,C\psi\rangle$. Multiplying by $\overline{c(k,l)}$ and summing gives $\langle c,Gc\rangle=\|C\psi\|^2$. If $Gc=\mu c$ with $c\ne0$, then

$$\mu\sum_{k,l}|c(k,l)|^2=\|C\psi\|^2 .$$

Hence $\mu$ is real and nonnegative, and the bound gives $\mu\le\langle\psi,N\psi\rangle$.

The limit is reached when all $M\ge1$ modes are filled. For a unit $\psi$ with $a_k^*\psi=0$ for every $k$, the anticommutator gives $a_k^*a_l\psi=\delta_{kl}\psi$, so $N\psi=M\psi$. With $d(k,l)=\delta_{kl}$, the operator $C$ is $N$, and

$$(Gd)_{(k,l)}=\langle\delta_{kl}\psi,M\psi\rangle=M\,d(k,l).$$

With a single fermionic mode, $G$ is the number $\|a^*a\psi\|^2$. Since $a^2=0$ makes $a^*a$ a projection, this equals $\langle\psi,a^*a\psi\rangle$, and the bound is an equality for every $\psi$; this one-mode remark rests on the calculation just given, not on a theorem in the file.

## The Lean file

```lean
import Mathlib

open Matrix

namespace ParticleHoleBound

noncomputable section

variable {ι E : Type*} [Fintype ι] [DecidableEq ι]
  [NormedAddCommGroup E] [InnerProductSpace ℂ E] [CompleteSpace E]

/-- The mixed canonical anticommutation relation between annihilation operators `a i`
and creation operators `star (a j)`. -/
def MixedCAR (a : ι → E →L[ℂ] E) : Prop :=
  ∀ i j, a i * star (a j) + star (a j) * a i = if i = j then 1 else 0

/-- The creation operator of the orbital with amplitudes `f`. -/
def creation (a : ι → E →L[ℂ] E) (f : ι → ℂ) : E →L[ℂ] E :=
  ∑ l, f l • star (a l)

/-- The expectation value `⟨ψ, N ψ⟩` of the particle number `N = ∑ k, a_k* a_k`. -/
def meanNumber (a : ι → E →L[ℂ] E) (ψ : E) : ℝ :=
  (inner ℂ ψ (∑ k, star (a k) (a k ψ))).re

/-- The vector `C ψ` for the particle-hole operator `C = ∑ c(k,l) a_l* a_k`. -/
def particleHole (a : ι → E →L[ℂ] E) (c : ι × ι → ℂ) (ψ : E) : E :=
  ∑ p, c p • star (a p.2) (a p.1 ψ)

/-- The particle-hole matrix `G`, the matrix of overlaps of the vectors `a_l* a_k ψ`. -/
def gMatrix (a : ι → E →L[ℂ] E) (ψ : E) : Matrix (ι × ι) (ι × ι) ℂ :=
  fun p q => inner ℂ (star (a p.2) (a p.1 ψ)) (star (a q.2) (a q.1 ψ))

omit [CompleteSpace E] in
/-- The overlap of a vector with itself is its squared norm. -/
theorem inner_self_real (φ : E) : inner ℂ φ φ = ((‖φ‖ ^ 2 : ℝ) : ℂ) := by
  rw [inner_self_eq_norm_sq_to_K]
  push_cast
  rfl

/-- The expectation value of `T* T` is the squared norm of `T φ`. -/
theorem inner_star_apply (T : E →L[ℂ] E) (φ : E) :
    inner ℂ φ (star T (T φ)) = ((‖T φ‖ ^ 2 : ℝ) : ℂ) := by
  rw [ContinuousLinearMap.star_eq_adjoint, ContinuousLinearMap.adjoint_inner_right,
    inner_self_real]

/-- Creating and annihilating a particle in the orbital `f` give squared norms that add up
to the squared norm of `f` times that of the state. -/
theorem creation_norm_sq_add {a : ι → E →L[ℂ] E} (h : MixedCAR a) (f : ι → ℂ) (φ : E) :
    ‖creation a f φ‖ ^ 2 + ‖star (creation a f) φ‖ ^ 2 = (∑ l, ‖f l‖ ^ 2) * ‖φ‖ ^ 2 := by
  have h' : ∀ i j, a i * star (a j) + star (a j) * a i = if i = j then 1 else 0 := h
  have hs : star (creation a f) = ∑ i, star (f i) • a i := by
    simp [creation, star_sum, star_smul]
  -- the anticommutator of the smeared operators is a number
  have key : star (creation a f) * creation a f + creation a f * star (creation a f)
      = ((∑ l, ‖f l‖ ^ 2 : ℝ) : ℂ) • (1 : E →L[ℂ] E) := by
    have e2 : (∑ j, f j • star (a j)) * (∑ i, star (f i) • a i)
        = ∑ i, ∑ j, (star (f i) * f j) • (star (a j) * a i) := by
      rw [Finset.sum_mul_sum, Finset.sum_comm]
      refine Finset.sum_congr rfl fun i _ => Finset.sum_congr rfl fun j _ => ?_
      rw [smul_mul_smul_comm, mul_comm (f j)]
    rw [hs, creation, e2, Finset.sum_mul_sum]
    simp only [smul_mul_smul_comm, ← Finset.sum_add_distrib, ← smul_add, h', smul_ite,
      smul_zero, Finset.sum_ite_eq, Finset.mem_univ, if_true]
    rw [← Finset.sum_smul]
    congr 1
    push_cast
    exact Finset.sum_congr rfl fun i _ => Complex.conj_mul' (f i)
  have h2 := inner_star_apply (star (creation a f)) φ
  rw [star_star] at h2
  have e : inner ℂ φ (star (creation a f) (creation a f φ)
      + creation a f (star (creation a f) φ))
      = inner ℂ φ (((∑ l, ‖f l‖ ^ 2 : ℝ) : ℂ) • φ) :=
    congrArg (fun T : E →L[ℂ] E => inner ℂ φ (T φ)) key
  rw [inner_add_right, inner_star_apply, h2, inner_smul_right, inner_self_real] at e
  exact_mod_cast e

/-- A particle-hole operator satisfies `‖C ψ‖² ≤ ∑ |c(k,l)|² ⟨ψ, N ψ⟩` for every `ψ`. -/
theorem particleHole_norm_sq_le {a : ι → E →L[ℂ] E} (h : MixedCAR a)
    (c : ι × ι → ℂ) (ψ : E) :
    ‖particleHole a c ψ‖ ^ 2 ≤ (∑ p, ‖c p‖ ^ 2) * meanNumber a ψ := by
  have hN : meanNumber a ψ = ∑ k, ‖a k ψ‖ ^ 2 := by
    rw [meanNumber, inner_sum, Complex.re_sum]
    exact Finset.sum_congr rfl fun k _ => by rw [inner_star_apply, Complex.ofReal_re]
  -- first annihilate in mode k, then create in the orbital c(k, ·)
  have hC : particleHole a c ψ = ∑ k, creation a (fun l => c (k, l)) (a k ψ) := by
    simp [particleHole, creation, _root_.sum_apply, Fintype.sum_prod_type]
  have hb : ∀ k, ‖creation a (fun l => c (k, l)) (a k ψ)‖
      ≤ √(∑ l, ‖c (k, l)‖ ^ 2) * ‖a k ψ‖ := by
    intro k
    refine (le_abs_self _).trans (abs_le_of_sq_le_sq ?_ (by positivity))
    rw [mul_pow, Real.sq_sqrt (by positivity)]
    have := creation_norm_sq_add h (fun l => c (k, l)) (a k ψ)
    nlinarith [sq_nonneg ‖star (creation a (fun l => c (k, l))) (a k ψ)‖]
  have ht : ‖particleHole a c ψ‖ ≤ ∑ k, √(∑ l, ‖c (k, l)‖ ^ 2) * ‖a k ψ‖ := by
    rw [hC]
    exact (norm_sum_le _ _).trans (Finset.sum_le_sum fun k _ => hb k)
  -- Cauchy-Schwarz over the annihilated mode
  refine (pow_le_pow_left₀ (norm_nonneg _) ht 2).trans
    ((Finset.sum_mul_sq_le_sq_mul_sq _ _ _).trans (le_of_eq ?_))
  rw [hN, Fintype.sum_prod_type]
  congr 1
  exact Finset.sum_congr rfl fun k _ => Real.sq_sqrt (by positivity)

omit [DecidableEq ι] in
/-- Applying `G` to `c` gives the overlaps of the vectors `a_l* a_k ψ` with `C ψ`. -/
theorem gMatrix_mulVec (a : ι → E →L[ℂ] E) (ψ : E) (c : ι × ι → ℂ) (p : ι × ι) :
    (gMatrix a ψ *ᵥ c) p = inner ℂ (star (a p.2) (a p.1 ψ)) (particleHole a c ψ) := by
  rw [particleHole, inner_sum]
  refine Finset.sum_congr rfl fun q _ => ?_
  rw [inner_smul_right]
  exact mul_comm _ _

omit [DecidableEq ι] in
/-- The quadratic form of `G` at `c` is the squared norm of `C ψ`. -/
theorem gMatrix_quadratic (a : ι → E →L[ℂ] E) (ψ : E) (c : ι × ι → ℂ) :
    star c ⬝ᵥ (gMatrix a ψ *ᵥ c) = ((‖particleHole a c ψ‖ ^ 2 : ℝ) : ℂ) := by
  rw [← inner_self_real]
  conv_rhs => arg 2; rw [particleHole]
  rw [sum_inner]
  refine Finset.sum_congr rfl fun p _ => ?_
  rw [gMatrix_mulVec, inner_smul_left]
  rfl

/-- Every eigenvalue of the particle-hole matrix `G` is real, nonnegative and at most
`⟨ψ, N ψ⟩`. -/
theorem gMatrix_eigenvalue_le {a : ι → E →L[ℂ] E} (h : MixedCAR a) (ψ : E)
    {c : ι × ι → ℂ} (hc : c ≠ 0) {μ : ℂ} (hG : gMatrix a ψ *ᵥ c = μ • c) :
    μ.im = 0 ∧ 0 ≤ μ.re ∧ μ.re ≤ meanNumber a ψ := by
  have hS : 0 < ∑ p, ‖c p‖ ^ 2 := by
    obtain ⟨p, hp⟩ := Function.ne_iff.mp hc
    have hp' : 0 < ‖c p‖ := norm_pos_iff.mpr hp
    exact Finset.sum_pos' (fun _ _ => by positivity) ⟨p, Finset.mem_univ p, by positivity⟩
  have hs : star c ⬝ᵥ (μ • c) = μ * ((∑ p, ‖c p‖ ^ 2 : ℝ) : ℂ) := by
    rw [dotProduct_smul, smul_eq_mul]
    congr 1
    unfold dotProduct
    push_cast
    exact Finset.sum_congr rfl fun p _ => Complex.conj_mul' (c p)
  have hq := gMatrix_quadratic a ψ c
  rw [hG, hs] at hq
  have hre := congrArg Complex.re hq
  have him := congrArg Complex.im hq
  simp only [Complex.mul_re, Complex.mul_im, Complex.ofReal_re, Complex.ofReal_im,
    mul_zero, sub_zero, zero_add] at hre him
  refine ⟨(mul_eq_zero.mp him).resolve_right hS.ne',
    nonneg_of_mul_nonneg_left (hre ▸ sq_nonneg _) hS, le_of_mul_le_mul_right ?_ hS⟩
  rw [hre, mul_comm (meanNumber a ψ)]
  exact particleHole_norm_sq_le h c ψ

/-- For a unit state with every mode filled, the mean particle number is the number of modes,
and `G` maps the vector `δ_kl` to that number times itself. -/
theorem filled_saturates {a : ι → E →L[ℂ] E} (h : MixedCAR a) {ψ : E} (hψ : ‖ψ‖ = 1)
    (hocc : ∀ k, star (a k) ψ = 0) :
    let d : ι × ι → ℂ := fun p => if p.1 = p.2 then 1 else 0
    meanNumber a ψ = Fintype.card ι ∧ gMatrix a ψ *ᵥ d = (Fintype.card ι : ℂ) • d := by
  intro d
  -- a hole made in mode l can only be refilled in mode l
  have hk : ∀ k l, star (a k) (a l ψ) = if l = k then ψ else 0 := by
    intro k l
    have e : a l (star (a k) ψ) + star (a k) (a l ψ)
        = (if l = k then (1 : E →L[ℂ] E) else 0) ψ :=
      congrArg (fun T : E →L[ℂ] E => T ψ) (h l k)
    rw [hocc k, map_zero, zero_add] at e
    rw [e]
    split_ifs <;> rfl
  have hN : ∑ k, star (a k) (a k ψ) = (Fintype.card ι : ℂ) • ψ := by
    simp [hk, Nat.cast_smul_eq_nsmul]
  have hC : particleHole a d ψ = ∑ k, star (a k) (a k ψ) := by
    rw [particleHole, Fintype.sum_prod_type]
    simp [d, ite_smul]
  constructor
  · rw [meanNumber, hN, inner_smul_right, inner_self_real, hψ]
    simp
  · funext p
    rw [gMatrix_mulVec, hC, hN, inner_smul_right, hk]
    by_cases hp : p.1 = p.2 <;> simp [d, hp, hψ]

/-- The Jordan-Wigner matrices of two fermionic modes. -/
def jw : Fin 2 → Matrix (Fin 4) (Fin 4) ℂ :=
  ![!![0, 0, 1, 0; 0, 0, 0, 1; 0, 0, 0, 0; 0, 0, 0, 0],
    !![0, 1, 0, 0; 0, 0, 0, 0; 0, 0, 0, -1; 0, 0, 0, 0]]

/-- The Jordan-Wigner matrices as operators on the four-dimensional Hilbert space. -/
def jwModes (k : Fin 2) : EuclideanSpace ℂ (Fin 4) →L[ℂ] EuclideanSpace ℂ (Fin 4) :=
  Matrix.toEuclideanCLM (n := Fin 4) (𝕜 := ℂ) (jw k)

/-- The two Jordan-Wigner modes satisfy the mixed anticommutation relation, and both
creation operators annihilate the last basis vector. -/
theorem mixedCAR_witness :
    MixedCAR jwModes ∧ ∀ k, star (jwModes k) (WithLp.toLp 2 ![0, 0, 0, 1]) = 0 := by
  have hm : ∀ i j, jw i * star (jw j) + star (jw j) * jw i = if i = j then 1 else 0 := by
    intro i j
    ext r s
    simp only [Matrix.add_apply, Matrix.mul_apply, Matrix.star_apply, Fin.sum_univ_four]
    fin_cases i <;> fin_cases j <;> fin_cases r <;> fin_cases s <;> simp [jw]
  refine ⟨fun i j => ?_, fun k => ?_⟩
  · have e := congrArg (Matrix.toEuclideanCLM (n := Fin 4) (𝕜 := ℂ)) (hm i j)
    rw [map_add, map_mul, map_mul, map_star] at e
    exact e.trans (by split_ifs <;> simp)
  · have e : star (jw k) *ᵥ ![0, 0, 0, 1] = 0 := by
      ext r
      fin_cases k <;> fin_cases r <;>
        simp [jw, Matrix.mulVec, dotProduct, Fin.sum_univ_four]
    rw [jwModes, ← map_star, Matrix.toEuclideanCLM_toLp, e]
    rfl

end

end ParticleHoleBound
```

```lean
#print axioms ParticleHoleBound.gMatrix_eigenvalue_le
#print axioms ParticleHoleBound.filled_saturates
```

```
'ParticleHoleBound.gMatrix_eigenvalue_le' depends on axioms: [propext, Classical.choice, Quot.sound]
'ParticleHoleBound.filled_saturates' depends on axioms: [propext, Classical.choice, Quot.sound]
```

## What the theorems say about the physics

The type `ι` labels the modes and is finite. `E` is any complex Hilbert space, and each `a k` is a bounded operator on it. `star` is the adjoint. `MixedCAR` is the displayed anticommutator, the only algebraic hypothesis; its $\delta_{ij}$ reflects the orthonormality of the orbitals, and it keeps each $\langle\psi,a_k^*a_k\psi\rangle$ at most $\|\psi\|^2$. The relation $a_ia_j+a_ja_i=0$ is not assumed, though the usual reading of $N$ as a particle count relies on it.

In `particleHole` and `gMatrix`, a pair `p` has `p.1` $=k$ and `p.2` $=l$. `meanNumber` is the real part of $\langle\psi,N\psi\rangle$. `particleHole_norm_sq_le` and `gMatrix_eigenvalue_le` hold for every `ψ`, normalised or not, and need no fixed particle number.

`filled_saturates` treats only the completely filled state. A Slater determinant with $n\ge1$ of the modes filled and the others empty also reaches the bound: $\delta_{kl}$ restricted to the filled modes is an eigenvector of $G$ with eigenvalue $n$. No theorem in the file states this. `mixedCAR_witness` supplies two Jordan-Wigner modes on a four-dimensional space and a basis vector that both creation operators annihilate. The theorems are stated for one state vector; averaging the quadratic form of $G$ carries the bound over to an ensemble, with the averaged particle number. They concern exact arithmetic, not a particular program. Nonorthogonal orbitals would need an overlap matrix in place of $\delta_{ij}$.

## How an operator identity becomes a norm identity

The proof turns on `creation_norm_sq_add`. There, `key` is the anticommutator of $a(f)$ and $a^*(f)$, an equation between operators. `congrArg` applies the map `fun T : E →L[ℂ] E => inner ℂ φ (T φ)` to both sides, which is how Lean takes an expectation value. Multiplication of operators is composition, so Lean accepts the product applied to `φ` as one operator acting after the other. `inner_star_apply` and `inner_self_real` then turn the inner products into squared norms.

In `particleHole_norm_sq_le`, `hC` groups the sum by annihilated mode, `hb` bounds each term, `ht` is the triangle inequality, and `Finset.sum_mul_sq_le_sq_mul_sq` is Cauchy-Schwarz. `gMatrix_mulVec` and `gMatrix_quadratic` compute $Gc$ and its quadratic form. `gMatrix_eigenvalue_le` compares real and imaginary parts, then cancels the sum $\sum_{k,l}|c(k,l)|^2$, which `hS` shows to be positive. In `filled_saturates`, `hk` is the relation $a_k^*a_l\psi=\delta_{kl}\psi$. The witness is checked entry by entry as matrices, then transferred to operators by `Matrix.toEuclideanCLM`.
